# Free s partial waves with non-negative energy and unit slope at the origin differ by at most \(|\Delta E|\,r^3/3\) in atomic units

A PAW dataset generator can be given two s reference energies that lie too close together for the chosen sphere radius. The two partial waves are then almost the same function inside the sphere, and the matrix that has to be inverted to build the projectors tends to be ill-conditioned. Without an estimate that links energy separation to radius, the trouble may show only after the inversion, as very large projector coefficients. For free electrons the estimate is short and explicit.

## Energy separation times radius cubed

Let \(k\) be a real wave number and \(E_k = k^2/2\) the energy in hartree. The free s partial wave is

\[
u_k(r) = \frac{\sin(kr)}{k}\quad (k \neq 0), \qquad u_0(r) = r .
\]

This is the reduced radial function, that is, \(r\) times the radial part of the orbital. It vanishes at the origin and has slope 1 there. For all real \(k, q\) and every \(r \ge 0\),

\[
|u_k(r) - u_q(r)| \le \frac{|E_k - E_q|\, r^3}{3},
\]

which for \(k, q > 0\) reads

\[
\left|\frac{\sin(kr)}{k} - \frac{\sin(qr)}{q}\right| \le \frac{|k^2 - q^2|\, r^3}{6}.
\]

Halving the sphere radius makes the bound eight times smaller. At fixed \(r > 0\), no constant below \(1/3\) works for all pairs of wave numbers.

## Reference energies in a dataset generator

With a separation of 0.3 hartree and a radius of 1 bohr, two free waves differ at the sphere by at most 0.1 bohr, a tenth of the zero-energy wave \(u_0(r) = r\). At half the radius the bound is 0.0125 bohr, a fortieth of \(u_0\). Relative to the wave itself, the bound thus falls fourfold and not eightfold. When \(kr\) and \(qr\) are small, the bound is close to the actual difference, and a smaller sphere then calls for more widely separated energies if the two waves are to stay equally distinct relative to their size.

The inequality also gives a check on a radial integrator. With the potential set to zero and relativistic terms switched off, two outward s solutions \(u(r)\) at non-negative energies, rescaled to unit slope at the origin, should satisfy it up to discretisation and rounding error. The rescaling matters, because many codes normalise partial waves in another way.

## From the slopes to the waves

**The equation.** Differentiation gives \(u_k'(r) = \cos(kr)\) and

\[
u_k''(r) = -k\sin(kr) = -k^2 u_k(r) = -2E_k u_k(r),
\]

so \(u_k\) solves \(-\tfrac12 u'' = E_k u\) with \(u(0)=0\) and \(u'(0)=1\). The case \(k=0\) is immediate.

**No other solution.** Let \(u\) satisfy the same equation and initial data, and put \(w = u - u_k\). Then \(w'' = -k^2 w\) and \(w(0) = w'(0) = 0\). The quantity \(w'^2 + k^2 w^2\) has derivative

\[
2w'w'' + 2k^2 w w' = 0 ,
\]

so it keeps its initial value 0. Both terms are non-negative, hence \(w' = 0\) everywhere. So \(w\) is constant, and \(w(0)=0\) makes it zero.

**The slopes.** The product formula for a difference of cosines and \(|\sin a| \le |a|\) give

\[
\begin{aligned}
|\cos(kr) - \cos(qr)| &= 2\left|\sin\frac{(k+q)r}{2}\right|\left|\sin\frac{(k-q)r}{2}\right| \\
&\le \frac{|k^2-q^2|\,r^2}{2} = |E_k - E_q|\,r^2 .
\end{aligned}
\]

**The waves.** Consider the two functions

\[
F_\pm(r) = \frac{|E_k - E_q|\,r^3}{3} \mp \bigl(u_k(r) - u_q(r)\bigr).
\]

Their derivatives are \(|E_k-E_q|\,r^2 \mp (\cos kr - \cos qr)\), which are non-negative by the slope bound. Since \(F_\pm(0) = 0\), both functions are non-negative for \(r \ge 0\), and together they give the bound on \(|u_k(r)-u_q(r)|\). Inserting \(E_k - E_q = (k^2-q^2)/2\) gives the form in wave numbers. For \(0 \le x \le R/2\), the inequality \(x^3 \le R^3/8\) gives the eightfold smaller bound throughout the half-size sphere.

**The constant.** Suppose that a constant \(C < 1/3\) could replace \(1/3\) at some fixed \(r > 0\). Compare \(k = t/r\), where \(0 < t \le 1\), with \(q = 0\). The energy separation is \(t^2/(2r^2)\), and the supposed bound becomes

\[
r\left(1 - \frac{\sin t}{t}\right) \le \frac{C\,t^2 r}{2},
\qquad\text{that is,}\qquad
t - \sin t \le \frac{C\,t^3}{2}.
\]

For such \(t\), \(\sin t \le t - t^3/6 + 5t^4/96\). Hence \(t^3/6 - 5t^4/96 \le C t^3/2\), or \(1/3 - C \le 5t/48\). The choice \(t = \min(1,\, 1/3 - C)\) contradicts this, because then \(1/3 - C \ge t > 5t/48\).

**The energy derivative.** Dividing the main bound by \(|E_k - E_q|\) and letting \(q \to k\) gives \(|\partial u_k(r)/\partial E_k| \le r^3/3\) for \(E_k > 0\), at fixed unit slope. Linearised methods such as LAPW also use an energy derivative of the partial wave, but usually for waves normalised in the sphere, so this bound does not carry over to it unchanged. The limit is taken in this paragraph, while the Lean theorems stay at finite separations.

## The same steps in Lean

In the code, `energy k` is \(E_k\) and `sWave k r` is \(u_k(r)\), with zero wave number as a separate case. The lemmas `hasDerivAt_sWave` and `hasDerivAt_slope` supply the two derivatives.

In `eq_sWave_of_schrodinger`, the facts `hd` and `hd'` are the derivatives of \(w\) and \(w'\), and `hE` is the conservation law. The Mathlib lemma `is_const_of_deriv_eq_zero` is used twice, first for the conserved quantity and then for \(w\).

The theorem `slope_difference_le` first derives \(|\sin a| \le |a|\) from \(1 - (2a)^2/2 \le \cos 2a\) and the double-angle formula. Its `calc` block is then the chain of estimates for the slopes.

In `sWave_difference_le`, `hB` and `hD` differentiate the cubic bound and the difference of the waves. The results `h1` and `h2` come from `monotone_of_deriv_nonneg` and say that \(F_+\) and \(F_-\) are at least as large at \(r\) as at the origin. The next two theorems rewrite this bound for positive wave numbers and for half the radius.

The last theorem, `one_third_le_of_bound`, chooses \(t\) as above. It takes the sine estimate from `Real.sin_bound`, and `nlinarith` finds the contradiction.

```lean
import Mathlib

namespace FreePartialWaves

noncomputable section

/-- Kinetic energy `k² / 2` of a free electron with wave number `k`, in atomic units. -/
def energy (k : ℝ) : ℝ := k ^ 2 / 2

/-- The free radial s partial wave `sin (k r) / k`, which at zero wave number is `r`. -/
def sWave (k r : ℝ) : ℝ := if k = 0 then r else Real.sin (k * r) / k

/-- The free s partial wave vanishes at the origin. -/
theorem sWave_zero (k : ℝ) : sWave k 0 = 0 := by
  simp [sWave]

/-- The slope of the free s partial wave at radius `r` is `cos (k r)`. -/
theorem hasDerivAt_sWave (k r : ℝ) : HasDerivAt (sWave k) (Real.cos (k * r)) r := by
  by_cases hk : k = 0
  · subst hk
    have h : sWave 0 = fun x => x := by
      funext x
      simp [sWave]
    rw [h, zero_mul, Real.cos_zero]
    exact hasDerivAt_id' r
  · have h : sWave k = fun x => Real.sin (k * x) / k := by
      funext x
      simp [sWave, hk]
    have h1 : HasDerivAt (fun x : ℝ => k * x) k r := by
      simpa using (hasDerivAt_id' r).const_mul k
    rw [h]
    exact (h1.sin.div_const k).congr_deriv (mul_div_cancel_right₀ _ hk)

/-- The slope `cos (k r)` of the free s partial wave changes at the rate `-2 E` times the wave. -/
theorem hasDerivAt_slope (k r : ℝ) :
    HasDerivAt (fun x => Real.cos (k * x)) (-(2 * energy k * sWave k r)) r := by
  have h1 : HasDerivAt (fun x : ℝ => k * x) k r := by
    simpa using (hasDerivAt_id' r).const_mul k
  have h2 : Real.sin (k * r) = k * sWave k r := by
    by_cases hk : k = 0
    · simp [hk]
    · rw [sWave, if_neg hk, mul_div_assoc', mul_div_cancel_left₀ _ hk]
  refine h1.cos.congr_deriv ?_
  rw [h2, energy]
  ring

/-- A solution `u` on the real line of the free s-wave Schrödinger equation `-u'' / 2 = E u`
with `E = k² / 2`, `u(0) = 0` and unit slope at the origin is the partial wave `sWave k`. -/
theorem eq_sWave_of_schrodinger (k : ℝ) (u slope curv : ℝ → ℝ)
    (hu : ∀ x, HasDerivAt u (slope x) x) (hs : ∀ x, HasDerivAt slope (curv x) x)
    (hS : ∀ x, -(1 / 2) * curv x = energy k * u x)
    (hu0 : u 0 = 0) (hs0 : slope 0 = 1) : u = sWave k := by
  have hd : ∀ x, HasDerivAt (fun y => u y - sWave k y) (slope x - Real.cos (k * x)) x :=
    fun x => (hu x).fun_sub (hasDerivAt_sWave k x)
  have hd' : ∀ x, HasDerivAt (fun y => slope y - Real.cos (k * y))
      (-(k ^ 2 * (u x - sWave k x))) x := fun x =>
    ((hs x).fun_sub (hasDerivAt_slope k x)).congr_deriv (by
      have h := hS x
      unfold energy at h ⊢
      linear_combination -2 * h)
  -- the oscillator energy of the difference of the two solutions is conserved
  have hE : ∀ x, HasDerivAt (fun y => (slope y - Real.cos (k * y)) * (slope y - Real.cos (k * y))
      + k ^ 2 * ((u y - sWave k y) * (u y - sWave k y))) 0 x := fun x =>
    (((hd' x).fun_mul (hd' x)).fun_add (((hd x).fun_mul (hd x)).const_mul (k ^ 2))).congr_deriv
      (by ring)
  have hv : ∀ x, slope x - Real.cos (k * x) = 0 := by
    intro x
    have h := is_const_of_deriv_eq_zero (fun y => (hE y).differentiableAt)
      (fun y => (hE y).deriv) x 0
    simp only [hu0, hs0, sWave_zero, mul_zero, Real.cos_zero, sub_self, add_zero] at h
    have h1 := mul_self_nonneg (slope x - Real.cos (k * x))
    have h2 := mul_nonneg (sq_nonneg k) (mul_self_nonneg (u x - sWave k x))
    exact mul_self_eq_zero.mp (by linarith)
  -- hence the difference is constant, and it vanishes at the origin
  funext x
  have h := is_const_of_deriv_eq_zero (fun y => (hd y).differentiableAt)
    (fun y => (hd y).deriv.trans (hv y)) x 0
  simp only [hu0, sWave_zero, sub_self] at h
  linarith

/-- For real wave numbers `k` and `q`, the slopes of the free s partial waves `sWave k` and
`sWave q` at radius `r` differ by at most the energy separation times `r²`. -/
theorem slope_difference_le (k q r : ℝ) :
    |deriv (sWave k) r - deriv (sWave q) r| ≤ |energy k - energy q| * r ^ 2 := by
  have hsin : ∀ a : ℝ, |Real.sin a| ≤ |a| := by
    intro a
    have h : 1 - (2 * a) ^ 2 / 2 ≤ Real.cos (2 * a) := Real.one_sub_sq_div_two_le_cos
    rw [Real.cos_two_mul] at h
    exact sq_le_sq.mp (by linarith [Real.sin_sq_add_cos_sq a])
  rw [(hasDerivAt_sWave k r).deriv, (hasDerivAt_sWave q r).deriv]
  calc |Real.cos (k * r) - Real.cos (q * r)|
      = 2 * (|Real.sin ((k * r + q * r) / 2)| * |Real.sin ((k * r - q * r) / 2)|) := by
        rw [Real.cos_sub_cos, abs_mul, abs_mul, abs_neg, abs_two]
        ring
    _ ≤ 2 * (|(k * r + q * r) / 2| * |(k * r - q * r) / 2|) := by
        exact mul_le_mul_of_nonneg_left
          (mul_le_mul (hsin _) (hsin _) (abs_nonneg _) (abs_nonneg _)) zero_le_two
    _ = |energy k - energy q| * r ^ 2 := by
        rw [← abs_mul, show (k * r + q * r) / 2 * ((k * r - q * r) / 2)
          = (energy k - energy q) * (r ^ 2 / 2) by unfold energy; ring, abs_mul,
          abs_of_nonneg (by positivity : (0 : ℝ) ≤ r ^ 2 / 2)]
        ring

/-- Two free s partial waves with real wave numbers and unit slope at the origin differ at radius
`r ≥ 0` by at most the energy separation times `r³ / 3`, in atomic units. -/
theorem sWave_difference_le (k q : ℝ) {r : ℝ} (hr : 0 ≤ r) :
    |sWave k r - sWave q r| ≤ |energy k - energy q| * r ^ 3 / 3 := by
  have hB : ∀ x, HasDerivAt (fun y : ℝ => |energy k - energy q| * y ^ 3 / 3)
      (|energy k - energy q| * x ^ 2) x := fun x =>
    (((hasDerivAt_pow 3 x).const_mul _).div_const 3).congr_deriv (by push_cast; ring)
  have hD : ∀ x, HasDerivAt (fun y => sWave k y - sWave q y)
      (Real.cos (k * x) - Real.cos (q * x)) x := fun x =>
    (hasDerivAt_sWave k x).fun_sub (hasDerivAt_sWave q x)
  have hs : ∀ x, |Real.cos (k * x) - Real.cos (q * x)| ≤ |energy k - energy q| * x ^ 2 := by
    intro x
    have h := slope_difference_le k q x
    rwa [(hasDerivAt_sWave k x).deriv, (hasDerivAt_sWave q x).deriv] at h
  -- the bound minus, and plus, the difference grows outwards from zero
  have h1 := monotone_of_deriv_nonneg (fun y => ((hB y).fun_sub (hD y)).differentiableAt)
    (fun y => by
      rw [((hB y).fun_sub (hD y)).deriv]
      linarith [(abs_le.mp (hs y)).2]) hr
  have h2 := monotone_of_deriv_nonneg (fun y => ((hB y).fun_add (hD y)).differentiableAt)
    (fun y => by
      rw [((hB y).fun_add (hD y)).deriv]
      linarith [(abs_le.mp (hs y)).1]) hr
  simp only [sWave_zero] at h1 h2
  exact abs_le.mpr ⟨by linarith, by linarith⟩

/-- The same bound in terms of positive wave numbers `k` and `q`, at radius `r ≥ 0`. -/
theorem sin_div_difference_le {k q r : ℝ} (hk : 0 < k) (hq : 0 < q) (hr : 0 ≤ r) :
    |Real.sin (k * r) / k - Real.sin (q * r) / q| ≤ |k ^ 2 - q ^ 2| * r ^ 3 / 6 := by
  have h := sWave_difference_le k q hr
  rw [show energy k - energy q = (k ^ 2 - q ^ 2) / 2 by unfold energy; ring,
    abs_div, abs_two] at h
  simp only [sWave, if_neg hk.ne', if_neg hq.ne'] at h
  linarith

/-- Everywhere inside a sphere of radius `R / 2`, two free s partial waves with real wave numbers
and unit slope at the origin differ by at most one eighth of the bound for the sphere of radius `R`.
-/
theorem half_sphere_difference_le (k q : ℝ) {x R : ℝ} (hx : 0 ≤ x) (hxR : x ≤ R / 2) :
    |sWave k x - sWave q x| ≤ (|energy k - energy q| * R ^ 3 / 3) / 8 := by
  have h := sWave_difference_le k q hx
  have h3 : x ^ 3 ≤ (R / 2) ^ 3 := pow_le_pow_left₀ hx hxR 3
  have h4 := mul_le_mul_of_nonneg_left h3 (abs_nonneg (energy k - energy q))
  linarith

/-- At any fixed radius `r > 0`, a constant `C` for which the difference of free s partial waves
is at most `C` times the energy separation times `r³`, for all wave numbers, is at least `1/3`. -/
theorem one_third_le_of_bound {r C : ℝ} (hr : 0 < r)
    (hC : ∀ k q, |sWave k r - sWave q r| ≤ C * |energy k - energy q| * r ^ 3) :
    1 / 3 ≤ C := by
  by_contra hlt
  have hlt' : C < 1 / 3 := not_le.mp hlt
  obtain ⟨t, ht0, ht1, htC⟩ : ∃ t : ℝ, 0 < t ∧ t ≤ 1 ∧ t ≤ 1 / 3 - C :=
    ⟨min 1 (1 / 3 - C), lt_min one_pos (by linarith), min_le_left _ _, min_le_right _ _⟩
  -- compare the wave with `k r = t` to the zero-energy wave
  have h := hC (t / r) 0
  have e1 : sWave (t / r) r = r * Real.sin t / t := by
    rw [sWave, if_neg (div_pos ht0 hr).ne', div_mul_cancel₀ _ hr.ne']
    field_simp
  have e2 : sWave 0 r = r := by simp [sWave]
  have e3 : energy (t / r) - energy 0 = t ^ 2 / (2 * r ^ 2) := by
    unfold energy
    ring
  rw [e1, e2, e3, abs_of_nonneg (by positivity : 0 ≤ t ^ 2 / (2 * r ^ 2))] at h
  have h2 := mul_le_mul_of_nonneg_left ((neg_le_abs _).trans h) (div_pos ht0 hr).le
  have a1 : t / r * -(r * Real.sin t / t - r) = t - Real.sin t := by
    field_simp
    ring
  have a2 : t / r * (C * (t ^ 2 / (2 * r ^ 2)) * r ^ 3) = C * t ^ 3 / 2 := by
    field_simp
  rw [a1, a2] at h2
  -- the cubic Taylor term of the sine dominates for small `t`
  have h4 := Real.sin_bound (x := t) (by rw [abs_of_pos ht0]; exact ht1)
  rw [abs_of_pos ht0] at h4
  have h5 := (abs_le.mp h4).2
  have h6 := mul_le_mul_of_nonneg_left htC (pow_pos ht0 3).le
  nlinarith [pow_pos ht0 4]

end

end FreePartialWaves
```

```lean
#print axioms FreePartialWaves.sWave_difference_le
#print axioms FreePartialWaves.sin_div_difference_le
#print axioms FreePartialWaves.half_sphere_difference_le
#print axioms FreePartialWaves.one_third_le_of_bound
```

```
'FreePartialWaves.sWave_difference_le' depends on axioms: [propext, Classical.choice, Quot.sound]
'FreePartialWaves.sin_div_difference_le' depends on axioms: [propext, Classical.choice, Quot.sound]
'FreePartialWaves.half_sphere_difference_le' depends on axioms: [propext, Classical.choice, Quot.sound]
'FreePartialWaves.one_third_le_of_bound' depends on axioms: [propext, Classical.choice, Quot.sound]
```

## Zero potential, non-negative energy, and an upper bound

The central theorem, `sWave_difference_le`, says that for any real `k` and `q` and any real `r` with `0 ≤ r`, the two waves differ at `r` by at most `|energy k - energy q| * r ^ 3 / 3`. Lengths are in bohr and energies in hartree, but Lean sees plain real numbers, so a code that works in rydberg must convert first. The sign of a wave number has no effect. The companion `sin_div_difference_le` assumes `0 < k` and `0 < q` and states the form in wave numbers. The slope bound holds at every real radius.

The uniqueness theorem ties the formula to the Schrödinger equation. Its functions `slope` and `curv` stand for \(u'\) and \(u''\), and its hypotheses are the equation, the value 0 and the slope 1 at the origin. It is stated on the whole real line; a solution known only for \(r \ge 0\) fits after the odd extension \(u(-r) = -u(r)\).

In `half_sphere_difference_le` it is the bound that shrinks by a factor of eight. The actual difference between two given waves may change by another factor. Likewise, `one_third_le_of_bound` concerns a constant that must serve all wave numbers at one radius, and for a particular pair the difference can be far smaller than the bound. Since \(|u_k(r)| \le r\), two waves never differ by more than \(2r\), so the estimate carries no information once \(|E_k - E_q|\,r^2 \ge 6\).

A bound much smaller than \(r\) therefore shows that two free waves are nearly equal on the scale of \(u_0\), whereas a large one is no evidence that they are well separated. For free waves, the bound alone can thus rule out bad pairs of energies but cannot certify good ones.

Real wave numbers give only energies \(E \ge 0\), and the inequality does not extend below zero. At \(E = -\kappa^2/2\) with \(\kappa > 0\), the wave of unit slope is \(\sinh(\kappa r)/\kappa\), which exceeds \(u_0(r) = r\) by more than \(\kappa^2 r^3/6 = |E|\,r^3/3\) at every \(r > 0\).

The step from here to a real PAW dataset is the atomic potential. The partial waves of an atom solve the radial equation with that potential inside the sphere, and the theorems treat only the equation without it. For an actual element they give no estimate, and the conditioning of the projector matrix has to be computed.
